# Finite operator families with at most d conflicts per member split into d + 1 commuting groups, some possibly empty

## Two Pauli matrices, two groups

Take the qubit observables $X$ and $Z$, which do not commute, and two group labels, 0 and 1. Put $X$ in group 0. When $Z$ is placed, its only conflict occupies one label, so the other is free. With at most $d$ conflicts per observable and $d+1$ labels, the same count always leaves a free label.

This matters for estimating the energy of a qubit Hamiltonian $H=\sum_i w_iA_i$ with finitely many terms. Commuting Hermitian matrices share an eigenbasis, so one measurement setting can serve a whole group. The result bounds the number of groups, but not the number of shots or the depth of the basis-change circuits.

## Placing one operator at a time

Let $(A_i)$ be a finite indexed family in a ring, and let $N(i)$ be the set of indices $j$ for which $A_iA_j\neq A_jA_i$. Since $A_i$ commutes with itself, $i\notin N(i)$. Assume $|N(i)|\le d$ for every $i$.

Suppose the members of a set $s$ of indices carry labels from $\{0,\dots,d\}$ such that equal labels imply commutation. Add a new index $a$. The labels on $N(a)$ number at most $d$, so some label $k$ is not used there. Every member already labelled $k$ commutes with $A_a$, and $a$ can take that label. Starting from the empty set, this step eventually labels the whole family.

Write $c(i)$ for the label of $i$ and $G_k=\{i: c(i)=k\}$ for the groups. Each index lies in exactly one group, so
$$\sum_{k=0}^{d}\sum_{i\in G_k}w_iA_i=\sum_i w_iA_i .$$
The operator $A_i$ commutes with every term of its own group, hence with their sum. If the family has $n$ members, then $n=\sum_k|G_k|\le(d+1)\max_k|G_k|$, so some group holds at least $n/(d+1)$ of them.

## A family that needs every group

Consider $Z+iX$ for $i=0,\dots,d$, where $i$ is an integer. Then
$$[Z+iX,\;Z+jX]=(j-i)[Z,X]=2(j-i)\,ZX,$$
which vanishes only for $i=j$. Each observable therefore conflicts with the $d$ others, no two can share a group, and $d+1$ groups are necessary. For $d=0$ the family is just $Z$. This shows that no smaller bound in terms of $d$ alone holds for all families; a particular family may need fewer groups.

## What the Lean statements say

The finite type `ι` indexes the family `A : ι → R`, and `R` is any ring, so neither Hermiticity nor a Hilbert space is assumed. `conflicts A i` is $N(i)$; it counts indices, so repeated operators count separately. A grouping is a map `c` into `Fin (d + 1)`, and `IsCommutingGrouping A c` says that equal labels imply commutation. Labels may go unused.

In `fragment`, the coefficients are `w i`, and the argument `h` is an overall scalar factor, which `hamiltonian_fragments` sets to 1. Different fragments need not commute with each other. The conflict bound `hd` concerns the chosen terms $A_i$: it limits how many of them fail to commute with any one term. A finite family always satisfies it when $d$ is the largest number of conflicts of any member. The result says little if $d+1$ is close to the number of terms, since one group per term always works.

```lean
import Mathlib

open Finset

namespace MeasurementGrouping

noncomputable section

variable {ι R : Type*} [Fintype ι] [Ring R]

open scoped Classical in
/-- The members of the family that do not commute with member `i`. -/
def conflicts (A : ι → R) (i : ι) : Finset ι :=
  univ.filter (fun j => ¬ Commute (A i) (A j))

/-- A labelling of the family by groups in which members of the same group commute. -/
def IsCommutingGrouping {κ S : Type*} [Ring S] {m : ℕ} (A : κ → S) (c : κ → Fin m) : Prop :=
  ∀ i j, c i = c j → Commute (A i) (A j)

/-- The scalar `h` times the part of the Hamiltonian `∑ i, w i • A i` whose terms lie in group `k`.
-/
def fragment {K : Type*} [CommRing K] [Algebra K R] {m : ℕ}
    (h : K) (w : ι → K) (A : ι → R) (c : ι → Fin m) (k : Fin m) : R :=
  h • ∑ i ∈ univ.filter (fun i => c i = k), w i • A i

/-- Membership in the conflict set means failure to commute. -/
theorem mem_conflicts (A : ι → R) (i j : ι) :
    j ∈ conflicts A i ↔ ¬ Commute (A i) (A j) := by
  simp [conflicts]

/-- Greedy step: if member `i` has at most `d` conflicts, then for any labelling by `d + 1`
groups there is a group all of whose members commute with member `i`. -/
theorem exists_free_group {d : ℕ} (A : ι → R) (i : ι) (hd : (conflicts A i).card ≤ d)
    (c : ι → Fin (d + 1)) : ∃ k, ∀ j, c j = k → Commute (A i) (A j) := by
  classical
  by_contra hno
  -- otherwise the conflicts of `i` would occupy every group
  have hall : (conflicts A i).image c = univ := by
    refine eq_univ_iff_forall.mpr (fun k => ?_)
    by_contra hk
    refine hno ⟨k, fun j hj => ?_⟩
    by_contra hn
    exact hk (mem_image.mpr ⟨j, (mem_conflicts A i j).mpr hn, hj⟩)
  have hcard := card_image_le (s := conflicts A i) (f := c)
  rw [hall, card_univ, Fintype.card_fin] at hcard
  omega

/-- If each member of a finite family fails to commute with at most `d` others, the family
splits into `d + 1` groups, possibly empty, of pairwise commuting elements. -/
theorem exists_commuting_grouping {d : ℕ} (A : ι → R)
    (hd : ∀ i, (conflicts A i).card ≤ d) :
    ∃ c : ι → Fin (d + 1), IsCommutingGrouping A c := by
  classical
  have key : ∀ s : Finset ι, ∃ c : ι → Fin (d + 1),
      ∀ i ∈ s, ∀ j ∈ s, c i = c j → Commute (A i) (A j) := by
    intro s
    induction s using Finset.induction_on with
    | empty => exact ⟨fun _ => 0, fun i hi => absurd hi (notMem_empty i)⟩
    | insert a s ha ih =>
      obtain ⟨c, hc⟩ := ih
      -- place the new member `a` in a group free of conflicts
      obtain ⟨k, hk⟩ := exists_free_group A a (hd a) c
      refine ⟨Function.update c a k, fun i hi j hj hij => ?_⟩
      by_cases hia : i = a
      · by_cases hja : j = a
        · show A i * A j = A j * A i
          rw [hia, hja]
        · rw [hia, Function.update_self, Function.update_of_ne hja] at hij
          rw [hia]
          exact hk j hij.symm
      · by_cases hja : j = a
        · rw [hja, Function.update_self, Function.update_of_ne hia] at hij
          rw [hja]
          exact (hk i hij).symm
        · rw [Function.update_of_ne hia, Function.update_of_ne hja] at hij
          exact hc i (mem_of_mem_insert_of_ne hi hia) j (mem_of_mem_insert_of_ne hj hja) hij
  obtain ⟨c, hc⟩ := key univ
  exact ⟨c, fun i j => hc i (mem_univ i) j (mem_univ j)⟩

/-- A Hamiltonian whose terms each have at most `d` conflicts is a sum of `d + 1` fragments
with pairwise commuting terms, and each term's operator commutes with its own fragment. -/
theorem hamiltonian_fragments {K : Type*} [CommRing K] [Algebra K R] {d : ℕ}
    (w : ι → K) (A : ι → R) (hd : ∀ i, (conflicts A i).card ≤ d) :
    ∃ c : ι → Fin (d + 1), IsCommutingGrouping A c ∧
      ∑ k, fragment 1 w A c k = ∑ i, w i • A i ∧
      ∀ i, Commute (A i) (fragment 1 w A c (c i)) := by
  obtain ⟨c, hc⟩ := exists_commuting_grouping A hd
  refine ⟨c, hc, ?_, fun i => ?_⟩
  · simp only [fragment, one_smul]
    exact sum_fiberwise univ c (fun i => w i • A i)
  · simp only [fragment, one_smul]
    refine Commute.sum_right _ _ _ (fun j hj => ?_)
    exact (hc i j (mem_filter.mp hj).2.symm).smul_right (w j)

/-- If each member has at most `d` conflicts, some set of pairwise commuting members contains
at least a fraction `1 / (d + 1)` of the family. -/
theorem exists_large_commuting_group {d : ℕ} (A : ι → R)
    (hd : ∀ i, (conflicts A i).card ≤ d) :
    ∃ S : Finset ι, (∀ i ∈ S, ∀ j ∈ S, Commute (A i) (A j)) ∧
      Fintype.card ι ≤ (d + 1) * S.card := by
  obtain ⟨c, hc⟩ := exists_commuting_grouping A hd
  -- take the largest group
  obtain ⟨k, hk⟩ := Finite.exists_max (fun k => (univ.filter (fun i => c i = k)).card)
  refine ⟨univ.filter (fun i => c i = k), fun i hi j hj => ?_, ?_⟩
  · exact hc i j ((mem_filter.mp hi).2.trans (mem_filter.mp hj).2.symm)
  · have hsum : (univ : Finset ι).card = ∑ l, (univ.filter (fun i => c i = l)).card :=
      card_eq_sum_card_fiberwise (fun i _ => by simp)
    have hle := sum_le_card_nsmul univ
      (fun l => (univ.filter (fun i => c i = l)).card) _ (fun l _ => hk l)
    rw [← hsum, card_univ, card_univ, Fintype.card_fin, smul_eq_mul] at hle
    exact hle

/-- The qubit observables `Z + k X` for `k = 0, …, d`, with `X` and `Z` the Pauli matrices. -/
def tilted (d : ℕ) (k : Fin (d + 1)) : Matrix (Fin 2) (Fin 2) ℂ :=
  !![1, ((k : ℕ) : ℂ); ((k : ℕ) : ℂ), -1]

/-- Two of the observables `Z + k X` commute only if they are the same one. -/
theorem tilted_commute {d : ℕ} {i j : Fin (d + 1)}
    (hc : Commute (tilted d i) (tilted d j)) : i = j := by
  have e := hc.eq
  simp only [tilted, Matrix.mul_fin_two] at e
  -- compare the upper right entries of the two products
  have h : 1 * ((j : ℕ) : ℂ) + ((i : ℕ) : ℂ) * (-1)
      = 1 * ((i : ℕ) : ℂ) + ((j : ℕ) : ℂ) * (-1) := congrFun (congrFun e 0) 1
  have h2 : ((i : ℕ) : ℂ) = ((j : ℕ) : ℂ) := by linear_combination (-1 / 2) * h
  exact Fin.ext (by exact_mod_cast h2)

/-- The bound `d + 1` is sharp for every `d`: the Hermitian observables `Z + k X` have exactly
`d` conflicts each, and every commuting grouping of them has at least `d + 1` groups. -/
theorem grouping_bound_sharp (d : ℕ) :
    (∀ i, (tilted d i).IsHermitian) ∧ (∀ i, (conflicts (tilted d) i).card = d) ∧
      ∀ (m : ℕ) (c : Fin (d + 1) → Fin m), IsCommutingGrouping (tilted d) c → d + 1 ≤ m := by
  refine ⟨fun i => ?_, fun i => ?_, fun m c hc => ?_⟩
  · refine Matrix.IsHermitian.ext (fun a b => ?_)
    fin_cases a <;> fin_cases b <;> simp [tilted]
  · have he : conflicts (tilted d) i = univ.erase i := by
      ext j
      rw [mem_conflicts, mem_erase]
      constructor
      · intro hn
        refine ⟨fun hji => hn ?_, mem_univ j⟩
        show tilted d i * tilted d j = tilted d j * tilted d i
        rw [hji]
      · exact fun hj hcomm => hj.1 (tilted_commute hcomm).symm
    rw [he, card_erase_of_mem (mem_univ i), card_univ, Fintype.card_fin]
    omega
  · -- no two of the observables can share a group
    have hinj : Function.Injective c := fun i j hij => tilted_commute (hc i j hij)
    simpa using Fintype.card_le_of_injective c hinj

end

end MeasurementGrouping
```

```lean
#print axioms MeasurementGrouping.exists_commuting_grouping
#print axioms MeasurementGrouping.hamiltonian_fragments
#print axioms MeasurementGrouping.exists_large_commuting_group
#print axioms MeasurementGrouping.grouping_bound_sharp
```

```
'MeasurementGrouping.exists_commuting_grouping' depends on axioms: [propext, Classical.choice, Quot.sound]
'MeasurementGrouping.hamiltonian_fragments' depends on axioms: [propext, Classical.choice, Quot.sound]
'MeasurementGrouping.exists_large_commuting_group' depends on axioms: [propext, Classical.choice, Quot.sound]
'MeasurementGrouping.grouping_bound_sharp' depends on axioms: [propext, Classical.choice, Quot.sound]
```

## How the proof follows the argument

`exists_free_group` is the counting step, by contradiction. If no label were free, the image of the conflict set under `c` would be all of `Fin (d + 1)`. An image is no larger than its source, so $d+1\le d$, which `omega` refutes.

`exists_commuting_grouping` runs the induction over finite sets of indices. Here `c` is defined on all of `ι` throughout, but its labels are only required to be consistent on `s`. `Function.update c a k` gives the new member its free label, and the case split asks which of the two compared indices equals `a`.

In `hamiltonian_fragments`, `sum_fiberwise` regroups the sum and `Commute.sum_right` passes from single terms to the fragment. `exists_large_commuting_group` picks a largest group and bounds every other group by it.

For sharpness, `tilted_commute` compares the upper right entries of the two matrix products, $j-i$ and $i-j$, and concludes $i=j$. Hence the conflict set in `grouping_bound_sharp` is everything except `i`, and any commuting grouping is injective, which forces $d+1\le m$ for $m$ labels.
